# Harmonic wells linear in the basis error: extrapolated gradients give the exact minimum, extrapolated minima in general do not

A molecular geometry has been optimised with coupled-cluster theory in two finite basis sets, and the geometry at the basis-set limit is wanted. One can extrapolate the two gradients at each geometry and find where the result vanishes, or extrapolate the two optimised geometries. For a single harmonic coordinate whose force constant and force at the origin depend linearly on a known measure of the basis error, the two routes can be compared exactly.

## The model

```lean
import Mathlib

namespace BasisExtrapolatedGeometry

noncomputable section

/-- The energy at geometry `x` and basis error `u`: a polynomial in `x`, a harmonic well when its
force constant is positive, whose force constant `k + a u` and linear force term `f + b u` both
depend linearly on the basis error. -/
def energy (k f a b u x : ℝ) : ℝ := (k + a * u) * x ^ 2 / 2 - (f + b * u) * x
```

Here $x$ is the coordinate. The number $u$, called the basis error for short, is a known measure of how incomplete the basis is, for example $X^{-3}$ in the usual extrapolation of correlation energies with the cardinal number $X$ of the basis. The basis-set limit is $u=0$:
$$E_u(x)=\tfrac12K_u x^2-F_u x,\qquad K_u=k+au,\quad F_u=f+bu.$$
The constants $k$ and $f$ are the limiting values of the force constant and of the force at $x=0$, called the linear force term in the docstring because it multiplies $x$ in the energy; $a$ and $b$ say how fast each changes with $u$. The error of the energy itself is $E_u(x)-E_0(x)=u(\tfrac12ax^2-bx)$; a part independent of $x$ is left out, since it moves no minimum. This linearity is assumed, not derived from the coupled-cluster equations. With $u=X^{-3}$ it is meant for the correlation energy, and the Hartree–Fock part of the well is taken as already converged. Anharmonicity and coupling between coordinates are left out.

```lean
/-- The value at zero basis error of the straight line through the data `p` at basis error `u`
and `q` at basis error `v`, for `u ≠ v`. -/
def extrapolate (u v p q : ℝ) : ℝ := (u * q - v * p) / (u - v)
```

The straight line through $(u,p)$ and $(v,q)$ has the value $(uq-vp)/(u-v)$ at zero.

```lean
/-- A geometry is an equilibrium of the energy `E` if no other geometry has lower energy. -/
def IsEquilibrium (E : ℝ → ℝ) (x : ℝ) : Prop := ∀ y, E x ≤ E y
```

An equilibrium is a global minimum, not merely a stationary point. `E` is any function from reals to reals; `energy k f a b u`, with its last argument left open, is such a function.

## Extrapolating the gradients

```lean
/-- For two different basis errors, linear extrapolation recovers the zero-error value of any
quantity that is affine in the basis error. -/
theorem extrapolate_affine {u v : ℝ} (huv : u ≠ v) (c d : ℝ) :
    extrapolate u v (c + d * u) (c + d * v) = c := by
  have h : u - v ≠ 0 := sub_ne_zero.mpr huv
  unfold extrapolate
  rw [div_eq_iff h]
  ring
```

The hypothesis `huv` says $u\neq v$. For data $c+du$ and $c+dv$,
$$u(c+dv)-v(c+du)=(u-v)c,$$
and division by $u-v$ leaves $c$. In Lean, `div_eq_iff` clears the denominator and `ring` checks the algebra.

```lean
/-- The energy gradient at basis error `u` is `(k + a u) x - (f + b u)`. -/
theorem energy_hasDerivAt (k f a b u x : ℝ) :
    HasDerivAt (energy k f a b u) ((k + a * u) * x - (f + b * u)) x := by
  have e : energy k f a b u =
      fun y => (k + a * u) / 2 * (y * y) - (f + b * u) * y := by
    funext y
    unfold energy
    ring
  have hid := hasDerivAt_id' x
  rw [e]
  exact (((hid.fun_mul hid).const_mul ((k + a * u) / 2)).fun_sub
    (hid.const_mul (f + b * u))).congr_deriv (by ring)
```

`HasDerivAt` states that the derivative exists and has the given value, $E_u'(x)=K_ux-F_u$. The proof writes the square as a product and applies the product rule.

```lean
/-- For two different basis errors, the extrapolated gradient is `k x - f` at every geometry. -/
theorem extrapolated_gradient {u v : ℝ} (huv : u ≠ v) (k f a b x : ℝ) :
    extrapolate u v (deriv (energy k f a b u) x) (deriv (energy k f a b v) x)
      = k * x - f := by
  rw [(energy_hasDerivAt k f a b u x).deriv, (energy_hasDerivAt k f a b v x).deriv]
  -- at fixed geometry the gradient is affine in the basis error
  have h := extrapolate_affine huv (k * x - f) (a * x - b)
  rw [← h]
  congr 1 <;> ring
```

At fixed $x$, the gradient is $(kx-f)+(ax-b)u$. It is affine in $u$, so the previous extrapolation result returns $kx-f$, the gradient of $E_0$.

## Extrapolating the minima

```lean
/-- If the force constant `k + a u` is positive, the energy at basis error `u` has exactly one
equilibrium, at `(f + b u) / (k + a u)`. -/
theorem equilibrium_iff {k f a b u x : ℝ} (hK : 0 < k + a * u) :
    IsEquilibrium (energy k f a b u) x ↔ x = (f + b * u) / (k + a * u) := by
  obtain ⟨z, hz⟩ : ∃ z, z = (f + b * u) / (k + a * u) := ⟨_, rfl⟩
  rw [← hz]
  have hz' : (k + a * u) * z = f + b * u := by
    rw [eq_div_iff hK.ne'] at hz
    linarith
  -- complete the square around the stationary point
  have hsq : ∀ y, energy k f a b u y
      = energy k f a b u z + (k + a * u) / 2 * (y - z) ^ 2 := by
    intro y
    unfold energy
    linear_combination (y - z) * hz'
  constructor
  · intro h
    by_contra hne
    have hd : x - z ≠ 0 := sub_ne_zero.mpr hne
    have hp : 0 < (x - z) ^ 2 := by positivity
    linarith [h z, hsq x, mul_pos (half_pos hK) hp]
  · intro h y
    rw [h, hsq y]
    linarith [mul_nonneg (half_pos hK).le (sq_nonneg (y - z))]
```

Let $K_u>0$ and $z=F_u/K_u$. Substituting $F_u=K_uz$ and completing the square gives
$$E_u(y)=E_u(z)+\tfrac12K_u(y-z)^2.$$
Thus $z$ is a minimum, and any other point lies higher. `hsq` is this identity; the two bullets after `constructor` prove the two directions of `↔`.

```lean
/-- With positive force constants `k` and `k + a u`, the equilibrium at basis error `u` deviates
from `f / k` by `(b k - a f) u / (k (k + a u))`. -/
theorem geometry_error {k f a b u xu : ℝ} (hk : 0 < k) (hu : 0 < k + a * u)
    (hxu : IsEquilibrium (energy k f a b u) xu) :
    xu - f / k = (b * k - a * f) * u / (k * (k + a * u)) := by
  rw [(equilibrium_iff hu).mp hxu, div_sub_div _ _ hu.ne' hk.ne']
  congr 1 <;> ring
```

Write $x_u$ for the minimum at basis error $u$. With $k>0$ as well,
$$x_u-\frac fk=\frac{k(f+bu)-f(k+au)}{kK_u}=\frac{(bk-af)u}{kK_u}.$$

```lean
/-- With positive force constants and two different basis errors, the geometry extrapolated from
the two equilibria deviates from `f / k` by `a (b k - a f) u v / (k (k + a u) (k + a v))`. -/
theorem extrapolated_geometry_error {k f a b u v xu xv : ℝ} (hk : 0 < k)
    (hu : 0 < k + a * u) (hv : 0 < k + a * v) (huv : u ≠ v)
    (hxu : IsEquilibrium (energy k f a b u) xu)
    (hxv : IsEquilibrium (energy k f a b v) xv) :
    extrapolate u v xu xv - f / k
      = a * (b * k - a * f) * u * v / (k * (k + a * u) * (k + a * v)) := by
  have h : u - v ≠ 0 := sub_ne_zero.mpr huv
  have hden : k * (k + a * u) * (k + a * v) ≠ 0 := (mul_pos (mul_pos hk hu) hv).ne'
  -- the two equilibria satisfy the force balance at their own basis error
  have eu : xu * (k + a * u) = f + b * u :=
    (eq_div_iff hu.ne').mp ((equilibrium_iff hu).mp hxu)
  have ev : xv * (k + a * v) = f + b * v :=
    (eq_div_iff hv.ne').mp ((equilibrium_iff hv).mp hxv)
  unfold extrapolate
  rw [div_sub_div _ _ h hk.ne', div_eq_div_iff (mul_ne_zero h hk.ne') hden]
  linear_combination u * k ^ 2 * (k + a * u) * ev - v * k ^ 2 * (k + a * v) * eu
```

Extrapolation is linear and preserves constants, so the error of the extrapolated geometry is the extrapolation of the two errors:
$$\frac{(bk-af)uv}{k(u-v)}\left(\frac1{K_v}-\frac1{K_u}\right)=\frac{a(bk-af)uv}{kK_uK_v},$$
because $K_u-K_v=a(u-v)$. Lean reaches the same formula by clearing denominators and combining the force balances `eu` and `ev`, which read $x_uK_u=F_u$ and $x_vK_v=F_v$. The signs of $u$ and $v$ are free as long as $K_u$ and $K_v$ are positive.

```lean
/-- With positive force constants and two different basis errors, `f / k` is the equilibrium at
zero basis error and the only zero of the extrapolated gradient, whereas extrapolating the two
equilibria errs by `a (b k - a f) u v / (k (k + a u) (k + a v))`. -/
theorem gradient_versus_geometry_extrapolation {k f a b u v xu xv : ℝ} (hk : 0 < k)
    (hu : 0 < k + a * u) (hv : 0 < k + a * v) (huv : u ≠ v)
    (hxu : IsEquilibrium (energy k f a b u) xu)
    (hxv : IsEquilibrium (energy k f a b v) xv) :
    IsEquilibrium (energy k f a b 0) (f / k) ∧
    (∀ x, extrapolate u v (deriv (energy k f a b u) x) (deriv (energy k f a b v) x) = 0
      ↔ x = f / k) ∧
    extrapolate u v xu xv - f / k
      = a * (b * k - a * f) * u * v / (k * (k + a * u) * (k + a * v)) := by
  refine ⟨?_, ?_, extrapolated_geometry_error hk hu hv huv hxu hxv⟩
  · have h0 : 0 < k + a * 0 := by linarith
    exact (equilibrium_iff h0).mpr (by simp)
  · intro x
    rw [extrapolated_gradient huv, eq_div_iff hk.ne']
    constructor <;> intro h <;> linarith
```

The symbol `∧` joins three conclusions: $f/k$ minimises $E_0$, it is the only zero of the extrapolated gradient, and the extrapolated minima have the error just found. The second follows from $kx-f=0$ with $k>0$.

Take $k=f=2$, $a=1$, $b=3$, $u=1$, $v=2$. The gradients $3x-5$ and $4x-8$ extrapolate to $2x-2$, which vanishes at the exact minimum, $1$. The separate minima $5/3$ and $2$ extrapolate to $4/3$, an error of $1/3$, as the formula gives.

## When extrapolated minima are exact, and when they help

```lean
/-- With positive force constants and two different nonzero basis errors, extrapolating the
equilibria gives `f / k` exactly when `a = 0` or `b k = a f`. -/
theorem geometry_extrapolation_exact_iff {k f a b u v xu xv : ℝ} (hk : 0 < k)
    (hu : 0 < k + a * u) (hv : 0 < k + a * v) (huv : u ≠ v) (hu0 : u ≠ 0) (hv0 : v ≠ 0)
    (hxu : IsEquilibrium (energy k f a b u) xu)
    (hxv : IsEquilibrium (energy k f a b v) xv) :
    extrapolate u v xu xv = f / k ↔ a = 0 ∨ b * k = a * f := by
  have hden : k * (k + a * u) * (k + a * v) ≠ 0 := (mul_pos (mul_pos hk hu) hv).ne'
  rw [← sub_eq_zero, extrapolated_geometry_error hk hu hv huv hxu hxv,
    div_eq_iff hden, zero_mul]
  constructor
  · intro h
    have h1 : (a * (b * k - a * f)) * (u * v) = 0 := by linear_combination h
    have h2 := (mul_eq_zero.mp h1).resolve_right (mul_ne_zero hu0 hv0)
    exact (mul_eq_zero.mp h2).imp id sub_eq_zero.mp
  · rintro (h | h)
    · rw [h]
      ring
    · linear_combination a * u * v * h
```

For nonzero $u$ and $v$, the error vanishes exactly when $a(bk-af)=0$. If $a=0$, the minimum is itself affine in the basis error; if $bk=af$, it does not move at all. In the limiting case $v=0$, extrapolation simply returns $x_v=f/k$, whatever $a$ and $b$ are.

```lean
/-- For `k > 0`, `a ≥ 0` and two different positive basis errors, the extrapolated geometry is
at least as close to `f / k` as the equilibrium at basis error `u`. -/
theorem geometry_extrapolation_improves {k f a b u v xu xv : ℝ} (hk : 0 < k) (ha : 0 ≤ a)
    (hu : 0 < u) (hv : 0 < v) (huv : u ≠ v)
    (hxu : IsEquilibrium (energy k f a b u) xu)
    (hxv : IsEquilibrium (energy k f a b v) xv) :
    |extrapolate u v xu xv - f / k| ≤ |xu - f / k| := by
  have hKu : 0 < k + a * u := by positivity
  have hKv : 0 < k + a * v := by positivity
  -- extrapolation multiplies the error by a factor between zero and one
  have hr : extrapolate u v xu xv - f / k = a * v / (k + a * v) * (xu - f / k) := by
    rw [extrapolated_geometry_error hk hKu hKv huv hxu hxv, geometry_error hk hKu hxu,
      div_mul_div_comm]
    congr 1 <;> ring
  have h0 : 0 ≤ a * v / (k + a * v) := by positivity
  have h1 : a * v / (k + a * v) ≤ 1 := by
    rw [div_le_iff₀ hKv]
    linarith
  rw [hr, abs_mul, abs_of_nonneg h0]
  exact mul_le_of_le_one_left (abs_nonneg _) h1

end

end BasisExtrapolatedGeometry
```

Comparing the two error formulas gives
$$\text{extrapolated error}=\frac{av}{k+av}\left(x_u-\frac fk\right).$$
For $a\ge0$, $k>0$ and positive basis errors, the factor lies between zero and one, so the absolute error cannot grow. Lean proves this relation as `hr` and then bounds the factor. In the numerical example it is $1/2$, which reduces the error of $x_u$ from $2/3$ to $1/3$.

```lean
#print axioms BasisExtrapolatedGeometry.gradient_versus_geometry_extrapolation
-- 'BasisExtrapolatedGeometry.gradient_versus_geometry_extrapolation' depends on axioms: [propext, Classical.choice, Quot.sound]
#print axioms BasisExtrapolatedGeometry.geometry_extrapolation_exact_iff
-- 'BasisExtrapolatedGeometry.geometry_extrapolation_exact_iff' depends on axioms: [propext, Classical.choice, Quot.sound]
#print axioms BasisExtrapolatedGeometry.geometry_extrapolation_improves
-- 'BasisExtrapolatedGeometry.geometry_extrapolation_improves' depends on axioms: [propext, Classical.choice, Quot.sound]
```
